# Zero plateau of the dipolar correlation function for three sites on orthogonal axes with populations proportional to r³

An internuclear vector moves among three sites, one along each Cartesian axis, at positive distances rᵢ and with populations rᵢ³/∑ⱼ rⱼ³, which sum to one. The lemma states that the plateau of the dipolar correlation function, the double sum of wᵢwⱼP₂(nᵢ·nⱼ)/(rᵢ³rⱼ³) over the sites, is then zero. The proof uses `plateau_eq_zero_iff` to ask instead that the averaged dipolar tensor vanish. Since each population divided by rᵢ³ is the same number, it is enough that the three angular tensors sum to zero, and this is checked entry by entry in `k`.

The failing Lean file:

```lean
import Mathlib

open Matrix

namespace PlateauOrthogonalSites

noncomputable section

variable {ι : Type*} [Fintype ι]

/-- The second Legendre polynomial. -/
def P2 (x : ℝ) : ℝ := (3 * x ^ 2 - 1) / 2

/-- The plateau of the dipolar correlation function for sites with populations `w`,
internuclear distances `r` (nonzero) and directions `n`. -/
def plateau (w r : ι → ℝ) (n : ι → Fin 3 → ℝ) : ℝ :=
  ∑ i, ∑ j, w i * w j * P2 (n i ⬝ᵥ n j) / (r i ^ 3 * r j ^ 3)

/-- The angular tensor `(3 u uᵀ - 1) / 2` of an internuclear direction `u`. -/
def siteTensor (u : Fin 3 → ℝ) : Matrix (Fin 3) (Fin 3) ℝ :=
  Matrix.of fun a b => (3 * u a * u b - if a = b then 1 else 0) / 2

/-- The dipolar tensor averaged over the sites, each weighted by its population and by
`1 / r ^ 3`, for nonzero distances. -/
def meanTensor (w r : ι → ℝ) (n : ι → Fin 3 → ℝ) : Matrix (Fin 3) (Fin 3) ℝ :=
  Matrix.of fun a b => ∑ i, w i / r i ^ 3 * siteTensor (n i) a b

/-- For unit vectors, `P2` of the cosine between them is two thirds of the full contraction
of their angular tensors. -/
theorem P2_eq_contraction {u v : Fin 3 → ℝ} (hu : u ⬝ᵥ u = 1) (hv : v ⬝ᵥ v = 1) :
    P2 (u ⬝ᵥ v) = 2 / 3 * ∑ a, ∑ b, siteTensor u a b * siteTensor v a b := by
  simp only [dotProduct, Fin.sum_univ_three] at hu hv
  simp [P2, siteTensor, dotProduct, Fin.sum_univ_three]
  linear_combination (1 / 2) * hu + (1 / 2) * hv

/-- For unit directions, the plateau is two thirds of the sum of the squared entries of the
averaged dipolar tensor. -/
theorem plateau_eq_tensor (w r : ι → ℝ) {n : ι → Fin 3 → ℝ} (hn : ∀ i, n i ⬝ᵥ n i = 1) :
    plateau w r n = 2 / 3 * ∑ a, ∑ b, meanTensor w r n a b ^ 2 := by
  simp only [plateau, meanTensor, Matrix.of_apply, Fin.sum_univ_three, sq,
    Finset.sum_mul_sum]
  simp only [mul_add, Finset.mul_sum, ← Finset.sum_add_distrib]
  -- compare the contributions of each pair of sites
  refine Finset.sum_congr rfl fun i _ => Finset.sum_congr rfl fun j _ => ?_
  rw [P2_eq_contraction (hn i) (hn j)]
  simp only [Fin.sum_univ_three]
  ring

/-- For unit directions, the plateau vanishes exactly when the averaged dipolar tensor
vanishes. -/
theorem plateau_eq_zero_iff (w r : ι → ℝ) {n : ι → Fin 3 → ℝ}
    (hn : ∀ i, n i ⬝ᵥ n i = 1) : plateau w r n = 0 ↔ meanTensor w r n = 0 := by
  rw [plateau_eq_tensor w r hn]
  constructor
  · intro h
    have h0 : ∑ a, ∑ b, meanTensor w r n a b ^ 2 = 0 := by linarith
    ext a b
    have ha := (Finset.sum_eq_zero_iff_of_nonneg
      (fun a _ => Finset.sum_nonneg fun b _ => sq_nonneg _)).1 h0 a (Finset.mem_univ a)
    have hb := (Finset.sum_eq_zero_iff_of_nonneg
      (fun b _ => sq_nonneg _)).1 ha b (Finset.mem_univ b)
    exact (pow_eq_zero_iff two_ne_zero).1 hb
  · intro h
    simp [h]

/-- Three sites along the Cartesian axes, at any positive distances and with populations
proportional to `r ^ 3`, have zero plateau. -/
theorem plateau_orthogonal_sites {r : Fin 3 → ℝ} (hr : ∀ i, 0 < r i) :
    plateau (fun i => r i ^ 3 / ∑ j, r j ^ 3) r (fun i => Pi.single i 1) = 0 := by
  rw [plateau_eq_zero_iff _ _ (fun i => by simp)]
  have e : ∀ i, r i ^ 3 / (∑ j, r j ^ 3) / r i ^ 3 = 1 / ∑ j, r j ^ 3 := fun i => by
    rw [div_right_comm, div_self (pow_ne_zero 3 (hr i).ne')]
  -- the three angular tensors cancel
  have k : ∀ a b, ∑ i : Fin 3, siteTensor (Pi.single i 1) a b = 0 := by
    intro a b
    fin_cases a <;> fin_cases b <;>
      norm_num [siteTensor, Fin.sum_univ_three, Pi.single_apply]
  ext a b
  simp only [meanTensor, Matrix.of_apply, e]
  rw [← Finset.mul_sum, k, mul_zero, Matrix.zero_apply]

end

end PlateauOrthogonalSites
```

Lean reports:

```
Main.lean:74:69: error: unsolved goals
case «0».«0»
r : Fin 3 → ℝ
hr : ∀ (i : Fin 3), 0 < r i
e : ∀ (i : Fin 3), (r i ^ 3 / ∑ j, r j ^ 3) / r i ^ 3 = 1 / ∑ j, r j ^ 3
⊢ 1 / 2 + ((if 0 = 2 then if 0 = 2 then 3 else 0 else 0) - 1) / 2 = 0

case «0».«1»
r : Fin 3 → ℝ
hr : ∀ (i : Fin 3), 0 < r i
e : ∀ (i : Fin 3), (r i ^ 3 / ∑ j, r j ^ 3) / r i ^ 3 = 1 / ∑ j, r j ^ 3
⊢ 1 = 2 → ¬0 = 2

case «0».«2»
r : Fin 3 → ℝ
hr : ∀ (i : Fin 3), 0 < r i
e : ∀ (i : Fin 3), (r i ^ 3 / ∑ j, r j ^ 3) / r i ^ 3 = 1 / ∑ j, r j ^ 3
⊢ ⟨2, ⋯⟩ = 2 → ¬0 = 2

case «1».«0»
r : Fin 3 → ℝ
hr : ∀ (i : Fin 3), 0 < r i
e : ∀ (i : Fin 3), (r i ^ 3 / ∑ j, r j ^ 3) / r i ^ 3 = 1 / ∑ j, r j ^ 3
⊢ 0 = 2 → ¬1 = 2

case «1».«1»
r : Fin 3 → ℝ
hr : ∀ (i : Fin 3), 0 < r i
e : ∀ (i : Fin 3), (r i ^ 3 / ∑ j, r j ^ 3) / r i ^ 3 = 1 / ∑ j, r j ^ 3
⊢ 1 / 2 + ((if 1 = 2 then if 1 = 2 then 3 else 0 else 0) - 1) / 2 = 0

case «1».«2»
r : Fin 3 → ℝ
hr : ∀ (i : Fin 3), 0 < r i
e : ∀ (i : Fin 3), (r i ^ 3 / ∑ j, r j ^ 3) / r i ^ 3 = 1 / ∑ j, r j ^ 3
⊢ ⟨2, ⋯⟩ = 2 → ¬1 = 2

case «2».«0»
r : Fin 3 → ℝ
hr : ∀ (i : Fin 3), 0 < r i
e : ∀ (i : Fin 3), (r i ^ 3 / ∑ j, r j ^ 3) / r i ^ 3 = 1 / ∑ j, r j ^ 3
⊢ 0 = 2 → ¬⟨2, ⋯⟩ = 2

case «2».«1»
r : Fin 3 → ℝ
hr : ∀ (i : Fin 3), 0 < r i
e : ∀ (i : Fin 3), (r i ^ 3 / ∑ j, r j ^ 3) / r i ^ 3 = 1 / ∑ j, r j ^ 3
⊢ 1 = 2 → ¬⟨2, ⋯⟩ = 2

case «2».«2»
r : Fin 3 → ℝ
hr : ∀ (i : Fin 3), 0 < r i
e : ∀ (i : Fin 3), (r i ^ 3 / ∑ j, r j ^ 3) / r i ^ 3 = 1 / ∑ j, r j ^ 3
⊢ -1 + ((if ⟨2, ⋯⟩ = 2 then if ⟨2, ⋯⟩ = 2 then 3 else 0 else 0) - 1) / 2 = 0
```

What went wrong. The one error lists nine unsolved goals, one for each entry of the tensor sum in `k`. All nine are true. What is left in each is a comparison of indices in `Fin 3` with `2`, such as `0 = 2`, `1 = 2` or `⟨2, ⋯⟩ = 2`, which `norm_num` did not decide. On the diagonal this leaves an `if` unevaluated, so the arithmetic cannot finish; off the diagonal it leaves an implication between two such equations. The third index also stayed in the form `⟨2, ⋯⟩` that `fin_cases` gave it, and was not recognised as `2`.

The repair splits the cases with `c`, which says that every `x : Fin 3` is `0`, `1` or `2` and is proved by `decide`. Substituting with `rfl` puts these plain numerals into the goal, so `⟨2, ⋯⟩` no longer appears. `simp` then takes the place of `norm_num` as the first step, and it can decide equations between numerals in `Fin 3`, which settles the `if`s. The final `norm_num` does the arithmetic in any goal that `simp` leaves open.

The change, after which it compiles:

```diff
@@ -74,6 +74,7 @@
   have k : ∀ a b, ∑ i : Fin 3, siteTensor (Pi.single i 1) a b = 0 := by
     intro a b
-    fin_cases a <;> fin_cases b <;>
-      norm_num [siteTensor, Fin.sum_univ_three, Pi.single_apply]
+    have c : ∀ x : Fin 3, x = 0 ∨ x = 1 ∨ x = 2 := by decide
+    rcases c a with rfl | rfl | rfl <;> rcases c b with rfl | rfl | rfl <;>
+      simp [siteTensor, Fin.sum_univ_three, Pi.single_apply] <;> norm_num
   ext a b
   simp only [meanTensor, Matrix.of_apply, e]
```
